# The symmetrised identity tensor becomes the 6×6 unit matrix once its second Voigt index is weighted

In Voigt notation a symmetric pair of tensor indices in three dimensions is replaced by one index running over 11, 22, 33, 23, 13, 12. The symmetrised identity (δ_ik δ_jl + δ_il δ_jk)/2, written this way without weights, is a diagonal 6×6 matrix with entries 1 for the normal indices and 1/2 for the shear ones. The theorem says that multiplying each entry by the weight of its second index, 1 for normal and 2 for shear, gives exactly the unit matrix. The attempt splits the claim into its 36 entries with `fin_cases` and asks `norm_num` to compute each one from the definitions.

This version doesn't compile in Lean 4 with Mathlib:

```lean
import Mathlib

open Matrix

namespace WeightMulSymId

noncomputable section

/-- Real rank-four tensors in three dimensions. -/
abbrev Tensor4 := Fin 3 → Fin 3 → Fin 3 → Fin 3 → ℝ

/-- The Kronecker delta. -/
def delta (i j : Fin 3) : ℝ := if i = j then 1 else 0

/-- The symmetrised identity `(δ_ik δ_jl + δ_il δ_jk) / 2`. -/
def symId : Tensor4 := fun i j k l =>
  (delta i k * delta j l + delta i l * delta j k) / 2

/-- First tensor index of each Voigt index, in the order 11, 22, 33, 23, 13, 12
(counted from zero in the code). -/
def idx₁ : Fin 6 → Fin 3 := ![0, 1, 2, 1, 0, 0]

/-- Second tensor index of each Voigt index, in the same order. -/
def idx₂ : Fin 6 → Fin 3 := ![0, 1, 2, 2, 2, 1]

/-- The Voigt weight: 1 for normal and 2 for shear indices. -/
def weight : Fin 6 → ℝ := ![1, 1, 1, 2, 2, 2]

/-- The 6x6 matrix of unweighted Voigt components, `c_IJ = C_IJ`. -/
def voigt (C : Tensor4) : Matrix (Fin 6) (Fin 6) ℝ :=
  Matrix.of fun I J => C (idx₁ I) (idx₂ I) (idx₁ J) (idx₂ J)

/-- The Voigt components of the symmetrised identity, multiplied by the weight of the
second index, form the 6x6 unit matrix. -/
theorem weight_mul_symId (I J : Fin 6) :
    weight J * voigt symId I J = (1 : Matrix (Fin 6) (Fin 6) ℝ) I J := by
  fin_cases I <;> fin_cases J <;>
    norm_num [weight, voigt, symId, delta, idx₁, idx₂, Matrix.one_apply]

end

end WeightMulSymId
```

The compiler's answer:

```
Main.lean:36:71: error: unsolved goals
case «0».«2»
⊢ ¬0 = 2

case «0».«4»
⊢ ¬0 = 2

case «1».«2»
⊢ ¬1 = 2

case «1».«3»
⊢ ¬1 = 2

case «2».«0»
⊢ ¬2 = 0

case «2».«1»
⊢ ¬2 = 1

case «2».«3»
⊢ ¬2 = 1

case «2».«4»
⊢ ¬2 = 0

case «2».«5»
⊢ ((if 2 = 1 then if 2 = 0 then 1 else 0 else 0) + if 2 = 0 then if 2 = 1 then 1 else 0 else 0) = 0

case «3».«1»
⊢ ¬2 = 1

case «3».«2»
⊢ ¬1 = 2

case «3».«3»
⊢ 2 * ((1 + if 2 = 1 then if 1 = 2 then 1 else 0 else 0) / 2) = 1

case «3».«4»
⊢ 2 = 0 → ¬1 = 2

case «3».«5»
⊢ ¬2 = 0

case «4».«0»
⊢ ¬2 = 0

case «4».«2»
⊢ ¬0 = 2

case «4».«3»
⊢ 2 = 1 → ¬0 = 2

case «4».«4»
⊢ 2 * ((1 + if 2 = 0 then if 0 = 2 then 1 else 0 else 0) / 2) = 1

case «4».«5»
⊢ ¬2 = 1

case «5».«2»
⊢ 1 = 2 → ¬0 = 2

case «5».«3»
⊢ ¬0 = 2

case «5».«4»
⊢ ¬1 = 2
```

The error lists 22 of the 36 entries as unfinished. What is left in each turns on whether two tensor indices are equal, as in `¬0 = 2` or `if 2 = 1 then …`. These numerals come from `delta` and are elements of `Fin 3`, not real numbers.

`norm_num` simplifies with the usual simp lemmas, and general lemmas settle 0 against 1, which is why every remaining goal involves a 2. Its own method for refuting an equation between numerals needs a type of characteristic zero, and `Fin 3`, where arithmetic is modulo 3, is not one. Nor does it run the simplification procedures that `simp` uses by default.

The repair calls `simp` instead. Those procedures include one that decides equality of `Fin` literals, so the conditions reduce to true or false and the remaining arithmetic closes. Dropping `Matrix.one_apply` is mere tidying, since `simp` already has lemmas for the diagonal and off-diagonal entries of the unit matrix.

Lean accepts the file once it reads:

```diff
@@ -36,5 +36,5 @@
     weight J * voigt symId I J = (1 : Matrix (Fin 6) (Fin 6) ℝ) I J := by
   fin_cases I <;> fin_cases J <;>
-    norm_num [weight, voigt, symId, delta, idx₁, idx₂, Matrix.one_apply]
+    simp [weight, voigt, symId, delta, idx₁, idx₂]
 
 end
```
